# Grid errors can decay arbitrarily slowly for continuous periodic integrands, even when the grid is doubled again and again

In a band-structure calculation, the band-energy part of a crystal's energy per cell is an integral over the Brillouin zone, and it is often approximated by an average over a finite grid of crystal momenta. One way to check the result is to double the grid until the average settles. If the integrand is continuous, the averages do tend to the integral. How slowly may they do so when nothing beyond continuity and periodicity is known?

The problem is treated in one dimension. Let \(x\) be the crystal momentum in units of the reciprocal lattice vector, so that the zone is \([0,1]\) and the integrand \(g\) has period 1. The letter \(k\) is not a momentum here; it numbers harmonics. For \(n\ge 0\) the grid has \(2^n\) points and includes \(x=0\), and its average is

\[
A_n(g)=\frac1{2^n}\sum_{r=0}^{2^n-1} g\!\left(\frac r{2^n}\right).
\]

In Lean this is `gridAverage g n`.

```lean
import Mathlib

open Filter Topology Real

namespace SlowGridConvergence

noncomputable section

/-- The equal-weight average of `g` over the `2 ^ n` grid points `r / 2 ^ n` of the unit cell. -/
def gridAverage (g : ℝ → ℝ) (n : ℕ) : ℝ :=
  (∑ r ∈ Finset.range (2 ^ n), g ((r : ℝ) / 2 ^ n)) / 2 ^ n
```

The building blocks are the cosines \(h_k(x)=\cos(2\pi 2^k x)\). Note that `harmonic k` has \(2^k\) periods in the zone, not \(k\).

```lean
/-- The cosine with `2 ^ k` periods in the unit cell. -/
def harmonic (k : ℕ) (x : ℝ) : ℝ := cos (2 * π * 2 ^ k * x)
```

Given real amplitudes \(a_k\), put \(L_a(x)=\sum_{k\ge0}a_k h_k(x)\), which is `lacunary a`. When the amplitudes are absolutely summable, this can be read as the energy at crystal momentum \(x\) in a non-interacting chain with one orbital per cell, zero on-site energy and hopping \(a_k/2\) to the cells at distance \(2^k\) on either side. If the band is completely filled, the integral of \(L_a\) over the zone is the band energy per cell for each spin.

```lean
/-- The cosine series with amplitude `a k` on the harmonic `2 ^ k`, for absolutely summable
amplitudes. -/
def lacunary (a : ℕ → ℝ) (x : ℝ) : ℝ := ∑' k, a k * harmonic k x
```

## (a) Equally spaced cosines

Show that for real \(\varphi\) and every integer \(N\ge0\)

\[
2\sin\varphi\sum_{r=0}^{N-1}\cos(2r\varphi)=\sin\big((2N-1)\varphi\big)+\sin\varphi .
\]

The product formula gives \(2\sin\varphi\cos(2r\varphi)=\sin((2r+1)\varphi)-\sin((2r-1)\varphi)\). Summed over \(r\), neighbouring terms cancel and leave \(\sin((2N-1)\varphi)-\sin(-\varphi)\), which is the right-hand side. For \(N=0\) both sides vanish.

Lean carries out the cancellation by induction on \(N\): the addition formulas `sin_add` and `sin_sub` supply the product formula for the newly added term.

```lean
/-- The sum of equally spaced cosines, multiplied by twice the sine of half the spacing,
telescopes to two sines. -/
theorem two_sin_mul_sum_cos (φ : ℝ) (N : ℕ) :
    2 * sin φ * ∑ r ∈ Finset.range N, cos ((r : ℝ) * (2 * φ)) =
      sin ((N : ℝ) * (2 * φ) - φ) + sin φ := by
  induction N with
  | zero => simp
  | succ N ih =>
    have e : ((N + 1 : ℕ) : ℝ) * (2 * φ) - φ = (N : ℝ) * (2 * φ) + φ := by
      push_cast
      ring
    rw [Finset.sum_range_succ, mul_add, ih, e, sin_add, sin_sub]
    ring
```

## (b) Harmonics too fine for the grid

Show that \(A_n(h_k)=1\) if \(n\le k\).

Write \(k=n+m\) with \(m\ge0\). At the grid point \(r/2^n\) the phase is

\[
2\pi\,2^{n+m}\,\frac r{2^n}=2\pi\,(2^m r),
\]

a whole multiple of \(2\pi\). Every sampled value is 1, and so is the average: the harmonic is aliased to a constant.

In the proof, `h1` is the statement about the sampled values, and `cos_nat_mul_two_pi` evaluates the cosine.

```lean
/-- Aliasing: a grid of `2 ^ n` points averages the harmonic `2 ^ k` with `n ≤ k` exactly to 1. -/
theorem gridAverage_harmonic_of_le {n k : ℕ} (h : n ≤ k) :
    gridAverage (harmonic k) n = 1 := by
  obtain ⟨m, rfl⟩ := Nat.exists_eq_add_of_le h
  have h1 : ∀ r ∈ Finset.range (2 ^ n), harmonic (n + m) ((r : ℝ) / 2 ^ n) = 1 := by
    intro r _
    have e : 2 * π * 2 ^ (n + m) * ((r : ℝ) / 2 ^ n) = ((2 ^ m * r : ℕ) : ℝ) * (2 * π) := by
      push_cast
      rw [pow_add]
      field_simp
    rw [harmonic, e, cos_nat_mul_two_pi]
  rw [gridAverage, Finset.sum_congr rfl h1]
  simp
```

## (c) Harmonics that the grid resolves

Show that \(A_n(h_k)=0\) if \(k<n\).

Write \(n=k+j+1\) with \(j\ge0\), and set \(\varphi=\pi/2^{j+1}\). The phase at the point \(r/2^n\) is \(2\pi r/2^{j+1}=2r\varphi\), so (a) applies with \(N=2^n\). Since \(2N\varphi=2\pi\,2^k\),

\[
2\sin\varphi\sum_{r=0}^{N-1}\cos(2r\varphi)=\sin(2\pi\,2^k-\varphi)+\sin\varphi=-\sin\varphi+\sin\varphi=0 .
\]

Because \(0<\varphi\le\pi/2\), the factor \(\sin\varphi\) is positive, and the sum itself must vanish.

The positivity is `hs`, the identity from (a) enters as `h2`, and `h3` is the result of dividing out the sine.

```lean
/-- A grid of `2 ^ n` points averages the harmonic `2 ^ k` with `k < n` exactly to zero. -/
theorem gridAverage_harmonic_of_lt {n k : ℕ} (h : k < n) :
    gridAverage (harmonic k) n = 0 := by
  obtain ⟨j, rfl⟩ := Nat.exists_eq_add_of_lt h
  have hp : (2 : ℝ) ^ (k + j + 1) = 2 ^ k * 2 ^ (j + 1) := by ring
  have hs : 0 < sin (π / 2 ^ (j + 1)) :=
    sin_pos_of_pos_of_lt_pi (by positivity)
      (div_lt_self pi_pos (one_lt_pow₀ (by norm_num) (by omega)))
  have h1 : ∀ r ∈ Finset.range (2 ^ (k + j + 1)),
      harmonic k ((r : ℝ) / 2 ^ (k + j + 1)) = cos ((r : ℝ) * (2 * (π / 2 ^ (j + 1)))) := by
    intro r _
    have e : 2 * π * 2 ^ k * ((r : ℝ) / 2 ^ (k + j + 1)) =
        (r : ℝ) * (2 * (π / 2 ^ (j + 1))) := by
      rw [hp]
      field_simp
    rw [harmonic, e]
  -- the grid covers a whole number of periods, so the two sines cancel
  have h2 := two_sin_mul_sum_cos (π / 2 ^ (j + 1)) (2 ^ (k + j + 1))
  have e2 : ((2 ^ (k + j + 1) : ℕ) : ℝ) * (2 * (π / 2 ^ (j + 1))) =
      ((2 ^ k : ℕ) : ℝ) * (2 * π) := by
    push_cast
    rw [hp]
    field_simp
  rw [e2, sin_nat_mul_two_pi_sub, neg_add_cancel] at h2
  have h3 := (mul_eq_zero.mp h2).resolve_left (by positivity)
  rw [gridAverage, Finset.sum_congr rfl h1, h3, zero_div]
```

## (d) A bound on each term

Show that \(|a_k h_k(x)|\le|a_k|\) for all \(x\).

This is \(|\cos|\le1\) multiplied by \(|a_k|\). The bound does not depend on \(x\), which is what (f) needs. The norm in the Lean statement is the ordinary absolute value of a real number.

```lean
/-- Each term of the cosine series is bounded by the modulus of its amplitude. -/
theorem norm_term_le (a : ℕ → ℝ) (k : ℕ) (x : ℝ) : ‖a k * harmonic k x‖ ≤ |a k| := by
  rw [norm_mul, Real.norm_eq_abs, Real.norm_eq_abs]
  exact mul_le_of_le_one_right (abs_nonneg _) (abs_cos_le_one _)
```

## (e) Continuity of each harmonic

Show that \(x\mapsto\cos(2\pi2^kx)\) is continuous.

It is the cosine composed with a linear function. The tactic `fun_prop` assembles the same argument.

```lean
/-- Each harmonic is continuous. -/
theorem continuous_harmonic (k : ℕ) : Continuous (harmonic k) := by
  unfold harmonic
  fun_prop
```

## (f) The series as an integrand

Suppose \(\sum_k|a_k|<\infty\). Show that \(L_a\) is continuous and that

\[
L_a(x+1)=L_a(x),\qquad \int_0^1L_a(x)\,dx=0 .
\]

By (d) the series converges uniformly, and by (e) its terms are continuous, so the sum is continuous. Moving \(x\) by 1 adds \(2\pi\,2^k\) to the phase of \(h_k\), which leaves every term unchanged. For the integral,

\[
\int_0^1\cos(2\pi2^kx)\,dx=\frac{\sin(2\pi2^k)}{2\pi2^k}=0,
\]

and uniform convergence permits integration term by term.

The hypothesis `ha` is the absolute summability. `Function.Periodic (lacunary a) 1` states the period, and `continuous_tsum` does the work of the uniform convergence argument. For the integral Lean uses dominated convergence instead, with the constants \(|a_k|\) as bounds; `h0` holds the vanishing integrals of the terms.

```lean
/-- With absolutely summable amplitudes the cosine series is continuous, has period 1 and
integrates to zero over the unit cell. -/
theorem lacunary_regular {a : ℕ → ℝ} (ha : Summable fun k => |a k|) :
    Continuous (lacunary a) ∧ Function.Periodic (lacunary a) 1 ∧
      ∫ x in (0 : ℝ)..1, lacunary a x = 0 := by
  refine ⟨continuous_tsum (fun k => continuous_const.mul (continuous_harmonic k)) ha
    (norm_term_le a), fun x => tsum_congr fun k => ?_, ?_⟩
  · have e : 2 * π * 2 ^ k * (x + 1) = 2 * π * 2 ^ k * x + ((2 ^ k : ℕ) : ℝ) * (2 * π) := by
      push_cast
      ring
    rw [harmonic, e, cos_add_nat_mul_two_pi, harmonic]
  · -- integrate term by term; each harmonic integrates to zero
    have h0 : ∀ k, ∫ x in (0 : ℝ)..1, a k * harmonic k x = 0 := by
      intro k
      have hc : 2 * π * 2 ^ k ≠ 0 := by positivity
      have e : 2 * π * 2 ^ k * 1 = ((2 * 2 ^ k : ℕ) : ℝ) * π := by
        push_cast
        ring
      have hi : ∫ x in (0 : ℝ)..1, harmonic k x = 0 := by
        unfold harmonic
        rw [intervalIntegral.integral_comp_mul_left (fun y => cos y) hc, integral_cos, e,
          sin_nat_mul_pi]
        simp
      rw [intervalIntegral.integral_const_mul, hi, mul_zero]
    have h := intervalIntegral.hasSum_integral_of_dominated_convergence
      (μ := MeasureTheory.volume) (a := (0 : ℝ)) (b := 1)
      (F := fun k x => a k * harmonic k x) (f := lacunary a) (fun k _ => |a k|)
      (fun k => (continuous_const.mul (continuous_harmonic k)).aestronglyMeasurable)
      (fun k => Eventually.of_forall fun x _ => norm_term_le a k x)
      (Eventually.of_forall fun _ _ => ha)
      intervalIntegrable_const
      (Eventually.of_forall fun x _ => (Summable.of_norm_bounded ha
        (fun k => norm_term_le a k x)).hasSum)
    simp only [h0] at h
    exact h.unique hasSum_zero
```

## (g) The grid average of the series

Under the same assumption on the amplitudes, show that for every \(n\ge0\)

\[
A_n(L_a)=\sum_{k=0}^{\infty}a_{k+n}.
\]

The grid average is a finite sum, so it may be exchanged with the convergent series:

\[
A_n(L_a)=\sum_{k=0}^\infty a_kA_n(h_k).
\]

By (c) the terms with \(k<n\) vanish. By (b) each remaining term equals \(a_k\). Renumbering from \(k=n\) gives the claim. As \(L_a\) integrates to zero, this tail is the whole grid error.

`HasSum f s` means that the series with terms `f` converges to `s`. The first `have` is the exchange, `hasSum_nat_add_iff'` splits off the first \(n\) terms, and `hz` shows that they contribute nothing.

```lean
/-- For absolutely summable amplitudes, the average over `2 ^ n` grid points is the sum of the
amplitudes of all aliased harmonics. -/
theorem hasSum_gridAverage {a : ℕ → ℝ} (ha : Summable fun k => |a k|) (n : ℕ) :
    HasSum (fun k => a (k + n)) (gridAverage (lacunary a) n) := by
  have h : HasSum (fun k => a k * gridAverage (harmonic k) n)
      (gridAverage (lacunary a) n) := by
    have h1 := (hasSum_sum (s := Finset.range (2 ^ n)) fun r _ =>
      (Summable.of_norm_bounded ha
        (fun k => norm_term_le a k ((r : ℝ) / 2 ^ n))).hasSum).div_const ((2 : ℝ) ^ n)
    have e : (fun k => a k * gridAverage (harmonic k) n) = fun k =>
        (∑ r ∈ Finset.range (2 ^ n), a k * harmonic k ((r : ℝ) / 2 ^ n)) / 2 ^ n := by
      funext k
      rw [gridAverage, ← Finset.mul_sum, mul_div_assoc]
    rw [e]
    exact h1
  -- the first `n` harmonics are resolved and drop out
  have h2 := (hasSum_nat_add_iff' n).mpr h
  have hz : ∑ k ∈ Finset.range n, a k * gridAverage (harmonic k) n = 0 :=
    Finset.sum_eq_zero fun k hk => by
      rw [gridAverage_harmonic_of_lt (Finset.mem_range.mp hk), mul_zero]
  rw [hz, sub_zero] at h2
  have e : (fun k => a (k + n)) =
      fun k => a (k + n) * gridAverage (harmonic (k + n)) n := by
    funext k
    rw [gridAverage_harmonic_of_le (Nat.le_add_left n k), mul_one]
  rw [e]
  exact h2
```

## (h) Adding up decrements

Let \(\epsilon_0,\epsilon_1,\dots\) be any real sequence, written `eps` in Lean. Show that

\[
\sum_{k=0}^{N-1}\big(\epsilon_{k+n}-\epsilon_{k+n+1}\big)=\epsilon_n-\epsilon_{N+n}.
\]

Each subtracted value is added back by the next term. Only the first value and the last subtracted one survive; for \(N=0\) both sides are zero. The Lean proof is an induction on \(N\).

```lean
/-- The decrements of a sequence from index `n` to `N + n` add up to the total decrease. -/
theorem sum_differences (eps : ℕ → ℝ) (n N : ℕ) :
    ∑ k ∈ Finset.range N, (eps (k + n) - eps (k + n + 1)) = eps n - eps (N + n) := by
  induction N with
  | zero => simp
  | succ N ih =>
    rw [Finset.sum_range_succ, ih, show N + 1 + n = N + n + 1 by omega]
    ring
```

## (i) Prescribing the grid averages

Suppose \(\epsilon_n\to0\) and \(\sum_k|\epsilon_k-\epsilon_{k+1}|<\infty\). Find a continuous \(g\) of period 1 with

\[
\int_0^1g(x)\,dx=0,\qquad A_n(g)=\epsilon_n\quad\text{for every }n\ge0 .
\]

Take \(a_k=\epsilon_k-\epsilon_{k+1}\) and \(g=L_a\). The amplitudes are absolutely summable by assumption, so (f) gives continuity, the period and the zero integral. By (g) and (h),

\[
A_n(g)=\lim_{N\to\infty}\sum_{k=0}^{N-1}\big(\epsilon_{k+n}-\epsilon_{k+n+1}\big)=\lim_{N\to\infty}(\epsilon_n-\epsilon_{N+n})=\epsilon_n .
\]

The sequence need not be monotone and may change sign. The second assumption limits its total up-and-down movement; in the chain picture it says that the hoppings are absolutely summable.

In Lean, `Tendsto eps atTop (𝓝 0)` is \(\epsilon_n\to0\), and `hs` is the summability. The facts `h1` and `h2` give two limits of the same partial sums, and `tendsto_nhds_unique` equates them.

```lean
/-- Every null sequence with absolutely summable increments is the sequence of dyadic grid
averages of a continuous function of period 1 with zero integral. -/
theorem exists_of_summable_increments {eps : ℕ → ℝ} (h0 : Tendsto eps atTop (𝓝 0))
    (hs : Summable fun k => |eps k - eps (k + 1)|) :
    ∃ g : ℝ → ℝ, Continuous g ∧ Function.Periodic g 1 ∧ ∫ x in (0 : ℝ)..1, g x = 0 ∧
      ∀ n, gridAverage g n = eps n := by
  obtain ⟨hc, hp, hi⟩ := lacunary_regular hs
  refine ⟨_, hc, hp, hi, fun n => ?_⟩
  have h1 := (hasSum_gridAverage hs n).tendsto_sum_nat
  simp only [sum_differences] at h1
  have h2 := ((tendsto_add_atTop_iff_nat n).mpr h0).const_sub (eps n)
  rw [sub_zero] at h2
  exact tendsto_nhds_unique h1 h2
```

## (j) Any nonincreasing sequence of errors

Now assume only that \(\epsilon_n\) is nonincreasing and tends to 0. Show that a function \(g\) with all the properties in (i) exists, by proving that

\[
\sum_{k=0}^{N-1}|\epsilon_k-\epsilon_{k+1}|\le\epsilon_0\quad\text{for every }N\ge0 .
\]

No decrement is negative, so the absolute values may be removed, and (h) with \(n=0\) gives \(\epsilon_0-\epsilon_N\) for the sum. A nonincreasing sequence never lies below its limit, hence \(\epsilon_N\ge0\) and the bound follows. A series of nonnegative terms with bounded partial sums converges, so (i) applies.

`Antitone eps` is Lean's term for nonincreasing. `summable_of_sum_range_le` turns the bound into summability, and `hm.le_of_tendsto` provides \(\epsilon_N\ge0\).

```lean
/-- Arbitrarily slow convergence: every nonincreasing sequence tending to zero is the sequence
of dyadic grid averages of a continuous function of period 1 with zero integral. -/
theorem arbitrarily_slow_convergence {eps : ℕ → ℝ} (hm : Antitone eps)
    (h0 : Tendsto eps atTop (𝓝 0)) :
    ∃ g : ℝ → ℝ, Continuous g ∧ Function.Periodic g 1 ∧ ∫ x in (0 : ℝ)..1, g x = 0 ∧
      ∀ n, gridAverage g n = eps n := by
  refine exists_of_summable_increments h0
    (summable_of_sum_range_le (c := eps 0) (fun _ => abs_nonneg _) fun N => ?_)
  have e : ∀ k ∈ Finset.range N, |eps k - eps (k + 1)| = eps (k + 0) - eps (k + 0 + 1) :=
    fun k _ => abs_of_nonneg (sub_nonneg.mpr (hm (Nat.le_succ k)))
  rw [Finset.sum_congr rfl e, sum_differences]
  linarith [hm.le_of_tendsto h0 (N + 0)]

end

end SlowGridConvergence
```

```lean
#print axioms SlowGridConvergence.arbitrarily_slow_convergence
```

```
'SlowGridConvergence.arbitrarily_slow_convergence' depends on axioms: [propext, Classical.choice, Quot.sound]
```

## What this means for a grid-doubling check

Choose \(\epsilon_n=1/(n+1)\). The corresponding integrand is continuous and periodic, yet its average over \(2^{20}\) points, about a million, is still wrong by \(1/21\). The last doubling, from \(2^{19}\) points, changed the result by only \(1/20-1/21=1/420\), so a small change between successive grids can hide a much larger error.

For Brillouin-zone integration in electronic structure, the result says that continuity alone guarantees no common rate of convergence, here for one-dimensional integrands on unshifted grids of \(2^n\) points. The function \(g\) is built to fit the chosen sequence, and its averages on shifted grids or on other numbers of points are left open. Nor do the theorems say that the integrand of an actual material behaves like such a \(g\). In the chain picture, the example above has hopping \(1/(2(k+1)(k+2))\) at distance \(2^k\), which falls off only like the inverse square of the logarithm of the distance. If the hoppings of the chain decay exponentially with distance instead, the tail in (g), and with it the grid error, decays exponentially with the number of grid points.
